# The determinant of the Prony pencil factors over the nodes of the signal

## Two modes

Take a signal with two modes, \(c_k = w_0x_0^k + w_1x_1^k\), where the \(w_i\) are weights and the \(x_i\) are nodes. Arrange its samples in the Hankel matrices

\[
H_0=\begin{pmatrix}c_0&c_1\\c_1&c_2\end{pmatrix},\qquad
H_1=\begin{pmatrix}c_1&c_2\\c_2&c_3\end{pmatrix}.
\]

For a number \(z\), put \(a_i=w_i(x_i-z)\). Then

\[
H_1-zH_0=\begin{pmatrix}a_0+a_1&a_0x_0+a_1x_1\\a_0x_0+a_1x_1&a_0x_0^2+a_1x_1^2\end{pmatrix}.
\]

In the determinant the terms in \(a_0^2\) and \(a_1^2\) cancel, which leaves \(a_0a_1(x_1-x_0)^2\). If the nodes differ and the weights are nonzero, this vanishes exactly at \(z=x_0\) and \(z=x_1\).

## Energies from a sampled autocorrelation

Let a normalised quantum state \(\psi\) with \(d\) energy components evolve under a time-independent Hamiltonian. Its autocorrelation function, sampled at time step \(\tau\) as \(c_k=\langle\psi(0)|\psi(k\tau)\rangle\), has this form with \(d\) terms. Here \(x_j=e^{-\mathrm{i}E_j\tau/\hbar}\), where \(\mathrm{i}\) is the imaginary unit, \(E_j\) is the energy of component \(j\), and \(w_j\) is its population. For noiseless data with exactly \(d\) modes, the matrix pencil \(H_1-zH_0\) therefore turns the search for phases into a generalized eigenvalue problem of size \(d\). A zero weight means that the state does not contain that component; coinciding nodes mean that the sampling cannot tell two energies apart.

## Factorisation for d modes

Let indices run from \(0\) to \(d-1\), and let \(V_{ki}=x_k^i\) be the Vandermonde matrix. Entry by entry,

\[
(H_0)_{ij}=\sum_k w_kx_k^{i+j}=\sum_k V_{ki}w_kV_{kj},
\]
\[
(H_1-zH_0)_{ij}=\sum_k w_k(x_k-z)x_k^{i+j}.
\]

Hence \(H_0=V^T\mathrm{diag}(w)V\) and \(H_1-zH_0=V^T\mathrm{diag}(w_k(x_k-z))V\). Taking determinants gives

\[
\det H_0=(\det V)^2\prod_i w_i,
\]
\[
\det(H_1-zH_0)=(\det V)^2\prod_i w_i(x_i-z).
\]

Over an integral domain, a product vanishes only if a factor does, and \(\det V=\prod_{i<j}(x_j-x_i)\) is nonzero exactly for distinct nodes. So \(\det H_0\neq0\) exactly when the nodes are distinct and all weights are nonzero. In that case the pencil is singular precisely at the nodes.

For a vector \(v\), let \(p(t)=\sum_k v_kt^k\). Then \((Vv)_j=p(x_j)\), and

\[
(H_1-x_iH_0)v=V^Tu,\qquad u_j=w_j(x_j-x_i)p(x_j).
\]

For distinct nodes \(V^T\) is injective, so the left side vanishes exactly when \(u=0\). The entry \(u_i\) is always zero; with nonzero weights, the others vanish exactly when \(p(x_j)=0\) for every \(j\neq i\). A generalized eigenvector is thus a filter that removes all other modes.

## Signals and pencils in Lean

`signal w x k` is \(c_k\), and `hankel d c s` has entries \(c_{i+j+s}\), so shifts `0` and `1` give \(H_0\) and \(H_1\). The type `Fin d` labels both modes and matrix positions. The determinant identities hold in any commutative ring `R`, with repeated nodes and zero weights allowed. `[IsDomain R]` enters with the nonvanishing criterion; the last two equivalences also assume distinct nodes (`Function.Injective x`) and nonzero weights. "Singular" means zero determinant. `eigenvector_iff_filter` admits \(v=0\), which an eigenvector in the usual sense excludes.

Prony's method recovers unknown nodes and weights from samples. Here they are given, the matrix size equals the number of modes, and noise and numerical conditioning are absent.

The pencil could also be modelled as a matrix over the polynomial ring \(R[X]\), with \(z\) replaced by \(X\). Its determinant would then be a polynomial instead of a value at each \(z\). Over an integral domain, this is the zero polynomial if two nodes coincide or a weight vanishes; otherwise its roots are the nodes, each of them simple.

```lean
import Mathlib

open Matrix

namespace PronyPencil

variable {R : Type*} [CommRing R] {d : ℕ}

/-- The sampled signal `c_k = ∑ i, w_i x_i ^ k` with weights `w` and nodes `x`. -/
def signal (w x : Fin d → R) (k : ℕ) : R := ∑ i, w i * x i ^ k

/-- The `d` by `d` Hankel matrix of a sequence `c`, read from sample `s` onward:
its entries are `c_(i+j+s)`. -/
def hankel (d : ℕ) (c : ℕ → R) (s : ℕ) : Matrix (Fin d) (Fin d) R :=
  Matrix.of fun i j => c ((i : ℕ) + (j : ℕ) + s)

/-- The unshifted Hankel matrix is the diagonal matrix of weights, transformed by the
Vandermonde matrix of the nodes. -/
theorem hankel_factor (w x : Fin d → R) :
    hankel d (signal w x) 0
      = (vandermonde x)ᵀ * diagonal w * vandermonde x := by
  ext i j
  rw [Matrix.mul_apply]
  simp only [hankel, signal, Matrix.of_apply, Matrix.mul_diagonal,
    Matrix.transpose_apply, Matrix.vandermonde_apply]
  refine Finset.sum_congr rfl fun k _ => ?_
  ring

/-- The pencil `H1 - z H0` is the diagonal matrix with entries `w_i (x_i - z)`, multiplied on the
left by the transposed Vandermonde matrix of the nodes and on the right by the Vandermonde matrix
itself. -/
theorem pencil_factor (w x : Fin d → R) (z : R) :
    hankel d (signal w x) 1 - z • hankel d (signal w x) 0
      = (vandermonde x)ᵀ * diagonal (fun i => w i * (x i - z)) * vandermonde x := by
  ext i j
  rw [Matrix.mul_apply]
  simp only [hankel, signal, Matrix.sub_apply, Matrix.smul_apply, smul_eq_mul,
    Matrix.of_apply, Matrix.mul_diagonal, Matrix.transpose_apply, Matrix.vandermonde_apply]
  -- compare the contributions of each mode separately
  rw [Finset.mul_sum, ← Finset.sum_sub_distrib]
  refine Finset.sum_congr rfl fun k _ => ?_
  ring

/-- **Determinant of the Prony pencil.** The determinant of `H1 - z H0` is the squared
Vandermonde determinant of the nodes times the product of the factors `w_i (x_i - z)`. -/
theorem det_pencil (w x : Fin d → R) (z : R) :
    (hankel d (signal w x) 1 - z • hankel d (signal w x) 0).det
      = (vandermonde x).det ^ 2 * ∏ i, w i * (x i - z) := by
  rw [pencil_factor, Matrix.det_mul, Matrix.det_mul, Matrix.det_transpose, Matrix.det_diagonal]
  ring

/-- The determinant of the unshifted Hankel matrix is the squared Vandermonde determinant
times the product of the weights. -/
theorem det_hankel (w x : Fin d → R) :
    (hankel d (signal w x) 0).det = (vandermonde x).det ^ 2 * ∏ i, w i := by
  rw [hankel_factor, Matrix.det_mul, Matrix.det_mul, Matrix.det_transpose, Matrix.det_diagonal]
  ring

/-- Over an integral domain, the unshifted Hankel matrix has nonzero determinant exactly when
the nodes are pairwise distinct and every weight is nonzero. -/
theorem det_hankel_ne_zero_iff [IsDomain R] (w x : Fin d → R) :
    (hankel d (signal w x) 0).det ≠ 0 ↔ Function.Injective x ∧ ∀ i, w i ≠ 0 := by
  rw [det_hankel, mul_ne_zero_iff, pow_ne_zero_iff two_ne_zero,
    Matrix.det_vandermonde_ne_zero_iff, Finset.prod_ne_zero_iff]
  simp only [Finset.mem_univ, true_implies]

/-- Over an integral domain, for distinct nodes and nonzero weights, the pencil `H1 - z H0` has zero
determinant exactly when `z` is one of the nodes of the signal. -/
theorem det_pencil_eq_zero_iff [IsDomain R] {w x : Fin d → R}
    (hx : Function.Injective x) (hw : ∀ i, w i ≠ 0) (z : R) :
    (hankel d (signal w x) 1 - z • hankel d (signal w x) 0).det = 0 ↔ ∃ i, z = x i := by
  have hV : (vandermonde x).det ≠ 0 := Matrix.det_vandermonde_ne_zero_iff.mpr hx
  rw [det_pencil, mul_eq_zero, or_iff_right (pow_ne_zero 2 hV), Finset.prod_eq_zero_iff]
  constructor
  · rintro ⟨i, _, hi⟩
    exact ⟨i, (sub_eq_zero.mp ((mul_eq_zero.mp hi).resolve_left (hw i))).symm⟩
  · rintro ⟨i, hi⟩
    exact ⟨i, Finset.mem_univ i, by rw [hi, sub_self, mul_zero]⟩

/-- The pencil acts on a vector `v` by evaluating the polynomial with coefficients `v` at the
nodes, scaling by `w_j (x_j - z)`, and applying the transposed Vandermonde matrix. -/
theorem pencil_mulVec (w x : Fin d → R) (z : R) (v : Fin d → R) :
    (hankel d (signal w x) 1 - z • hankel d (signal w x) 0) *ᵥ v
      = (vandermonde x)ᵀ *ᵥ
        (fun j => w j * (x j - z) * ∑ k : Fin d, v k * x j ^ (k : ℕ)) := by
  rw [pencil_factor, ← Matrix.mulVec_mulVec, ← Matrix.mulVec_mulVec]
  refine congrArg (fun u => (vandermonde x)ᵀ *ᵥ u) ?_
  funext j
  rw [Matrix.mulVec_diagonal]
  refine congrArg (fun t => w j * (x j - z) * t) ?_
  simp only [Matrix.mulVec, dotProduct, Matrix.vandermonde_apply]
  exact Finset.sum_congr rfl fun k _ => mul_comm _ _

/-- Over an integral domain, for distinct nodes and nonzero weights, `v` solves `H1 v = x_i H0 v`
exactly when the polynomial with coefficients `v` vanishes at every node other than `x_i`. -/
theorem eigenvector_iff_filter [IsDomain R] {w x : Fin d → R}
    (hx : Function.Injective x) (hw : ∀ i, w i ≠ 0) (i : Fin d) (v : Fin d → R) :
    hankel d (signal w x) 1 *ᵥ v = x i • (hankel d (signal w x) 0 *ᵥ v)
      ↔ ∀ j, j ≠ i → ∑ k : Fin d, v k * x j ^ (k : ℕ) = 0 := by
  have hV : (vandermonde x)ᵀ.det ≠ 0 := by
    rw [Matrix.det_transpose]
    exact Matrix.det_vandermonde_ne_zero_iff.mpr hx
  rw [← sub_eq_zero, ← Matrix.smul_mulVec, ← Matrix.sub_mulVec, pencil_mulVec]
  constructor
  · intro h j hj
    -- the transposed Vandermonde matrix is injective, so each mode vanishes by itself
    have hmode : w j * (x j - x i) * ∑ k : Fin d, v k * x j ^ (k : ℕ) = 0 :=
      congrFun (Matrix.eq_zero_of_mulVec_eq_zero hV h) j
    exact (mul_eq_zero.mp hmode).resolve_left
      (mul_ne_zero (hw j) (sub_ne_zero.mpr (hx.ne hj)))
  · intro hp
    -- mode `i` is removed by the factor `x_i - x_i`, all others by the filter
    have hzero : (fun j => w j * (x j - x i) * ∑ k : Fin d, v k * x j ^ (k : ℕ)) = 0 := by
      funext j
      by_cases hj : j = i
      · rw [hj, sub_self, mul_zero, zero_mul, Pi.zero_apply]
      · rw [hp j hj, mul_zero, Pi.zero_apply]
    rw [hzero, Matrix.mulVec_zero]

end PronyPencil
```

```lean
#print axioms PronyPencil.det_hankel_ne_zero_iff
-- 'PronyPencil.det_hankel_ne_zero_iff' depends on axioms: [propext, Classical.choice, Quot.sound]
#print axioms PronyPencil.det_pencil_eq_zero_iff
-- 'PronyPencil.det_pencil_eq_zero_iff' depends on axioms: [propext, Classical.choice, Quot.sound]
#print axioms PronyPencil.eigenvector_iff_filter
-- 'PronyPencil.eigenvector_iff_filter' depends on axioms: [propext, Classical.choice, Quot.sound]
```

## From matrix entries to filters

`hankel_factor` and `pencil_factor` compare entries: `ext i j` fixes a position, `Finset.sum_congr` reduces the equality of sums to a single mode, and `ring` combines the powers. For the pencil, `Finset.mul_sum` and `Finset.sum_sub_distrib` first merge the two sums.

`det_pencil` and `det_hankel` take determinants of these products. `det_hankel_ne_zero_iff` splits the result into its factors, using Mathlib's criterion for the Vandermonde determinant. `det_pencil_eq_zero_iff` discards the nonzero Vandermonde factor, then finds a vanishing factor \(w_i(x_i-z)\) and cancels the weight.

`pencil_mulVec` is the formula for \(V^Tu\), stated for general \(z\). In `eigenvector_iff_filter`, the forward direction uses `Matrix.eq_zero_of_mulVec_eq_zero` to obtain \(u=0\), then cancels \(w_j(x_j-x_i)\). The converse treats \(j=i\) and \(j\neq i\) separately to show that \(u\) vanishes.
